# At fixed wave number, the cubic Dresselhaus splitting vanishes only along [100] and [111] and is largest along [110]

Let k = (x, y, z) be a unit wave vector with components along the cubic axes of a crystal, let W = (x(y² − z²), y(z² − x²), z(x² − y²)), and let a spin have the Hamiltonian γ W·σ, with σ the three Pauli matrices and γ a nonzero real constant. The two spin levels then coincide exactly when k lies along a cube axis or a body diagonal of the crystal, they are never further apart than |γ|, and they are exactly |γ| apart only when k lies along a face diagonal.

```lean
import Mathlib

open Matrix

namespace DresselhausAnisotropy

noncomputable section

/-- The cubic Dresselhaus spin-orbit field at wave vector `k`, without its coupling constant. -/
def field (k : Fin 3 → ℝ) : Fin 3 → ℝ :=
  ![k 0 * (k 1 ^ 2 - k 2 ^ 2), k 1 * (k 2 ^ 2 - k 0 ^ 2), k 2 * (k 0 ^ 2 - k 1 ^ 2)]

/-- Two components of `k` vanish (the [100] family, for nonzero `k`). -/
def AlongCubeAxis (k : Fin 3 → ℝ) : Prop :=
  (k 0 = 0 ∧ k 1 = 0) ∨ (k 1 = 0 ∧ k 2 = 0) ∨ (k 2 = 0 ∧ k 0 = 0)

/-- All squared components of `k` are equal (the [111] family, for nonzero `k`). -/
def AlongBodyDiagonal (k : Fin 3 → ℝ) : Prop :=
  k 0 ^ 2 = k 1 ^ 2 ∧ k 1 ^ 2 = k 2 ^ 2

/-- One component of `k` vanishes and the other two have square 1/2
(the unit vectors of the [110] family). -/
def UnitFaceDiagonal (k : Fin 3 → ℝ) : Prop :=
  (k 0 = 0 ∧ k 1 ^ 2 = 1 / 2 ∧ k 2 ^ 2 = 1 / 2) ∨
  (k 1 = 0 ∧ k 2 ^ 2 = 1 / 2 ∧ k 0 ^ 2 = 1 / 2) ∨
  (k 2 = 0 ∧ k 0 ^ 2 = 1 / 2 ∧ k 1 ^ 2 = 1 / 2)

/-- The Dresselhaus spin Hamiltonian: the field coupled to the three Pauli matrices
with strength `γ`. -/
def hamiltonian (γ : ℝ) (k : Fin 3 → ℝ) : Matrix (Fin 2) (Fin 2) ℂ :=
  (γ : ℂ) • ((field k 0 : ℂ) • !![0, 1; 1, 0] + (field k 1 : ℂ) • !![0, -Complex.I; Complex.I, 0]
    + (field k 2 : ℂ) • !![1, 0; 0, -1])

/-- The spin splitting: twice the absolute value of `γ` times the length of the field. -/
def splitting (γ : ℝ) (k : Fin 3 → ℝ) : ℝ :=
  2 * |γ| * √(field k ⬝ᵥ field k)

/-- The Dresselhaus field is orthogonal to the wave vector. -/
theorem field_orthogonal (k : Fin 3 → ℝ) : k ⬝ᵥ field k = 0 := by
  simp only [dotProduct, Fin.sum_univ_three, field, Matrix.cons_val]
  ring

/-- The squared length of the Dresselhaus field in terms of the components of `k`. -/
theorem field_sq (k : Fin 3 → ℝ) : field k ⬝ᵥ field k =
    k 0 ^ 2 * (k 1 ^ 2 - k 2 ^ 2) ^ 2 + k 1 ^ 2 * (k 2 ^ 2 - k 0 ^ 2) ^ 2
      + k 2 ^ 2 * (k 0 ^ 2 - k 1 ^ 2) ^ 2 := by
  simp only [dotProduct, Fin.sum_univ_three, field, Matrix.cons_val]
  ring

/-- The Dresselhaus field vanishes exactly when two components of `k` vanish or all
squared components are equal. -/
theorem field_eq_zero_iff (k : Fin 3 → ℝ) :
    field k = 0 ↔ AlongCubeAxis k ∨ AlongBodyDiagonal k := by
  constructor
  · intro h
    have h0 : k 0 * (k 1 ^ 2 - k 2 ^ 2) = 0 := congrFun h 0
    have h1 : k 1 * (k 2 ^ 2 - k 0 ^ 2) = 0 := congrFun h 1
    rcases mul_eq_zero.1 h0 with hx | hx
    · rcases mul_eq_zero.1 h1 with hy | hy
      · exact Or.inl (Or.inl ⟨hx, hy⟩)
      · rw [hx] at hy
        have hz : k 2 ^ 2 = 0 := by linarith
        exact Or.inl (Or.inr (Or.inr ⟨(pow_eq_zero_iff two_ne_zero).1 hz, hx⟩))
    · rcases mul_eq_zero.1 h1 with hy | hy
      · rw [hy] at hx
        have hz : k 2 ^ 2 = 0 := by linarith
        exact Or.inl (Or.inr (Or.inl ⟨hy, (pow_eq_zero_iff two_ne_zero).1 hz⟩))
      · exact Or.inr ⟨by linarith, by linarith⟩
  · rintro ((⟨h, h'⟩ | ⟨h, h'⟩ | ⟨h, h'⟩) | ⟨h, h'⟩) <;> funext i <;> fin_cases i <;>
      simp [field, h, h']

/-- Schur's cubic inequality for three nonnegative numbers. -/
theorem schur {a b c : ℝ} (ha : 0 ≤ a) (hb : 0 ≤ b) (hc : 0 ≤ c) :
    0 ≤ a * (a - b) * (a - c) + b * (b - a) * (b - c) + c * (c - a) * (c - b) := by
  -- when the third number is the smallest, the expression is a sum of two nonnegative terms
  have key : ∀ p q r : ℝ, 0 ≤ q → 0 ≤ r → r ≤ p → r ≤ q →
      0 ≤ p * (p - q) * (p - r) + q * (q - p) * (q - r) + r * (r - p) * (r - q) := by
    intro p q r hq hr h h'
    have h1 := mul_nonneg (sq_nonneg (p - q)) (by linarith : 0 ≤ p + q - r)
    have h2 := mul_nonneg (mul_nonneg hr (sub_nonneg.2 h)) (sub_nonneg.2 h')
    linarith
  rcases le_total a b with h1 | h1
  · rcases le_total a c with h2 | h2
    · linarith [key b c a hc ha h1 h2]
    · exact key a b c hb hc h2 (h2.trans h1)
  · rcases le_total b c with h2 | h2
    · linarith [key a c b hc hb h1 h2]
    · exact key a b c hb hc (h2.trans h1) h2

/-- The squared field is at most one quarter of the sixth power of the length of `k`,
and the difference controls the product of the squared components. -/
theorem field_sq_le (k : Fin 3 → ℝ) :
    field k ⬝ᵥ field k + 27 / 4 * (k 0 * k 1 * k 2) ^ 2 ≤ (k ⬝ᵥ k) ^ 3 / 4 := by
  have h := schur (sq_nonneg (k 0)) (sq_nonneg (k 1)) (sq_nonneg (k 2))
  rw [field_sq]
  simp only [dotProduct, Fin.sum_univ_three]
  linarith

/-- For a unit wave vector the squared field equals 1/4 exactly when one component
vanishes and the other two have square 1/2. -/
theorem field_sq_eq_iff {k : Fin 3 → ℝ} (hk : k ⬝ᵥ k = 1) :
    field k ⬝ᵥ field k = 1 / 4 ↔ UnitFaceDiagonal k := by
  -- the planar problem: two squares with sum 1 and maximal field
  have half : ∀ b c : ℝ, b + c = 1 → b * c ^ 2 + c * b ^ 2 = 1 / 4 →
      b = 1 / 2 ∧ c = 1 / 2 := by
    intro b c hs h
    obtain rfl : c = 1 - b := by linarith
    have h2 : (b - 1 / 2) ^ 2 = 0 := by linear_combination -h
    have h3 := (pow_eq_zero_iff two_ne_zero).1 h2
    exact ⟨by linarith, by linarith⟩
  constructor
  · intro h
    have hb := field_sq_le k
    rw [hk, h] at hb
    have hp : (k 0 * k 1 * k 2) ^ 2 = 0 :=
      le_antisymm (by linarith) (sq_nonneg _)
    have hp' := (pow_eq_zero_iff two_ne_zero).1 hp
    simp only [dotProduct, Fin.sum_univ_three] at hk
    rw [field_sq] at h
    rcases mul_eq_zero.1 hp' with h01 | h2
    · rcases mul_eq_zero.1 h01 with h0 | h1
      · rw [h0] at h hk
        exact Or.inl ⟨h0, half _ _ (by linarith) (by linarith)⟩
      · rw [h1] at h hk
        exact Or.inr (Or.inl ⟨h1, half _ _ (by linarith) (by linarith)⟩)
    · rw [h2] at h hk
      exact Or.inr (Or.inr ⟨h2, half _ _ (by linarith) (by linarith)⟩)
  · rintro (⟨h, h', h''⟩ | ⟨h, h', h''⟩ | ⟨h, h', h''⟩) <;>
      rw [field_sq, h, h', h''] <;> norm_num

/-- A real energy `E` is a level of the Dresselhaus Hamiltonian exactly when it is plus or
minus half the spin splitting. -/
theorem level_iff (γ E : ℝ) (k : Fin 3 → ℝ) :
    (∃ v : Fin 2 → ℂ, v ≠ 0 ∧ hamiltonian γ k *ᵥ v = (E : ℂ) • v) ↔
      E = splitting γ k / 2 ∨ E = -(splitting γ k / 2) := by
  have hW : 0 ≤ field k ⬝ᵥ field k := by rw [field_sq]; positivity
  -- the secular determinant
  have hdet : (hamiltonian γ k - (E : ℂ) • (1 : Matrix (Fin 2) (Fin 2) ℂ)).det =
      ((E ^ 2 - γ ^ 2 * (field k ⬝ᵥ field k) : ℝ) : ℂ) := by
    simp [Matrix.det_fin_two, hamiltonian, dotProduct, Fin.sum_univ_three]
    linear_combination (γ : ℂ) ^ 2 * (field k 1 : ℂ) ^ 2 * Complex.I_sq
  have hex : (∃ v : Fin 2 → ℂ, v ≠ 0 ∧ hamiltonian γ k *ᵥ v = (E : ℂ) • v) ↔
      (hamiltonian γ k - (E : ℂ) • (1 : Matrix (Fin 2) (Fin 2) ℂ)).det = 0 := by
    rw [← Matrix.exists_mulVec_eq_zero_iff]
    simp only [Matrix.sub_mulVec, Matrix.smul_mulVec, Matrix.one_mulVec, sub_eq_zero]
  have hs : (splitting γ k / 2) ^ 2 = γ ^ 2 * (field k ⬝ᵥ field k) := by
    rw [splitting, div_pow, mul_pow, mul_pow, sq_abs, Real.sq_sqrt hW]
    ring
  rw [hex, hdet, Complex.ofReal_eq_zero, sub_eq_zero, ← hs, sq_eq_sq_iff_eq_or_eq_neg]

/-- For nonzero `γ`, on the unit sphere of wave vectors, the Dresselhaus splitting vanishes exactly
along cube axes and body diagonals, is at most `|γ|`, and equals `|γ|` exactly along face diagonals.
-/
theorem splitting_anisotropy {γ : ℝ} (hγ : γ ≠ 0) {k : Fin 3 → ℝ} (hk : k ⬝ᵥ k = 1) :
    (splitting γ k = 0 ↔ AlongCubeAxis k ∨ AlongBodyDiagonal k) ∧
    splitting γ k ≤ |γ| ∧ (splitting γ k = |γ| ↔ UnitFaceDiagonal k) := by
  have hW : 0 ≤ field k ⬝ᵥ field k := by rw [field_sq]; positivity
  have hg : 2 * |γ| ≠ 0 := mul_ne_zero two_ne_zero (abs_ne_zero.2 hγ)
  refine ⟨?_, ?_, ?_⟩
  · rw [splitting, mul_eq_zero, or_iff_right hg, Real.sqrt_eq_zero hW,
      dotProduct_self_eq_zero, field_eq_zero_iff]
  · have hb := field_sq_le k
    rw [hk] at hb
    have hr : √(field k ⬝ᵥ field k) ≤ 1 / 2 :=
      Real.sqrt_le_iff.2 ⟨by norm_num, by linarith [sq_nonneg (k 0 * k 1 * k 2)]⟩
    have := mul_le_mul_of_nonneg_left hr (abs_nonneg γ)
    rw [splitting]
    linarith
  · rw [← field_sq_eq_iff hk, splitting]
    constructor
    · intro h
      have hr : √(field k ⬝ᵥ field k) = 1 / 2 := mul_left_cancel₀ hg (by linarith)
      have hq := Real.sq_sqrt hW
      rw [hr] at hq
      linarith
    · intro h
      rw [h, show (1 / 4 : ℝ) = (1 / 2) ^ 2 by norm_num, Real.sqrt_sq (by norm_num)]
      ring

end

end DresselhausAnisotropy
```

```lean
#print axioms DresselhausAnisotropy.field_orthogonal
#print axioms DresselhausAnisotropy.level_iff
#print axioms DresselhausAnisotropy.splitting_anisotropy
```

```
'DresselhausAnisotropy.field_orthogonal' depends on axioms: [propext, Classical.choice, Quot.sound]
'DresselhausAnisotropy.level_iff' depends on axioms: [propext, Classical.choice, Quot.sound]
'DresselhausAnisotropy.splitting_anisotropy' depends on axioms: [propext, Classical.choice, Quot.sound]
```

## A spin in a field fixed by the cubic axes

In a crystal without an inversion centre, such as one of zinc-blende structure, spin-orbit coupling can split the two spin states of a band at a general wave vector. For the s-like conduction band of a zinc-blende crystal near the zone centre, the lowest-order spin-dependent bulk term is cubic in k and has the form

H = γ W(k)·σ.

The constant γ stands for the material's response: it combines the strength of the spin-orbit coupling with the lack of inversion symmetry. It is taken here as a given real number of either sign. The kinetic energy is left out, since it shifts both spin levels equally and doesn't change their separation.

In the file, `k : Fin 3 → ℝ` holds the components along the cubic axes, so `k 0`, `k 1` and `k 2` are x, y and z. The vector W is `field k`, the product `⬝ᵥ` is the ordinary dot product, and `hamiltonian γ k` is the explicit complex 2×2 matrix above, with no factor 1/2 in front of the Pauli matrices. The number `splitting γ k` is defined as 2|γ||W|. That this is the separation of the levels is the content of `level_iff`: a real E satisfies Hv = Ev for some nonzero spinor v exactly when E is plus or minus half the splitting. As H is Hermitian, asking for real E loses no eigenvalue.

Three predicates describe the directions. `AlongCubeAxis` says that two components vanish, `AlongBodyDiagonal` that all three squares are equal, and `UnitFaceDiagonal` that one component is zero and the other two have square 1/2. Because they are phrased through zeros and squares, they include every sign choice and every permutation of the axes. On the unit sphere they pick out 6, 8 and 12 vectors respectively.

The main theorem, `splitting_anisotropy`, assumes `γ ≠ 0` and `k ⬝ᵥ k = 1`. The second condition fixes the wave number, so that only the direction varies. Since W is cubic in k, at a wave number q the largest splitting is |γ|q³. The model has one band and no interactions, and it omits higher orders in k, strain, confinement, Rashba coupling and magnetic fields. Within it, a calculated band along [100] or [111] carries no information about |γ|, whereas the splitting along [110], divided by q³, is equal to it.

## Orthogonality and the zeros of the field

The field is perpendicular to the wave vector, because

k·W = x²(y² − z²) + y²(z² − x²) + z²(x² − y²) = 0,

where each product of two squares occurs once with each sign. The theorem `field_orthogonal` expands the dot product and leaves this cancellation to `ring`. It holds for every k, of any length.

For the zeros, the first two components of W are enough. If both vanish, then

x = 0 or y² = z², and also y = 0 or z² = x².

This gives four cases:

- If x = 0 and y = 0, two components vanish.
- If x = 0 and z² = x², then z = 0, and again two components vanish.
- If y² = z² and y = 0, then z = 0, with the same conclusion.
- If y² = z² and z² = x², all squares are equal.

Conversely, each of these conditions makes all three components of W zero by substitution. The proof of `field_eq_zero_iff` follows this list: `mul_eq_zero` splits each product into its factors, and the nested `rcases` produce the four cases. In the reverse direction, `fin_cases` goes through the three components and `simp` evaluates them.

## The upper bound from Schur's inequality

Write a = x², b = y² and c = z², all nonnegative. The squared length of the field is

|W|² = a(b − c)² + b(c − a)² + c(a − b)²,

which is the lemma `field_sq`. Let S be the sum of the six terms a²b, a²c, b²a, b²c, c²a and c²b. Expanding gives

|W|² = S − 6abc,

|k|⁶ = (a + b + c)³ = a³ + b³ + c³ + 3S + 6abc.

Therefore

|k|⁶ − 4|W|² = a³ + b³ + c³ − S + 30abc.

Schur's cubic expression is

T = a(a − b)(a − c) + b(b − a)(b − c) + c(c − a)(c − b) = a³ + b³ + c³ − S + 3abc,

so the difference becomes

|k|⁶ − 4|W|² = T + 27abc.

It remains to see that T ≥ 0. The expression is symmetric, so let c be the smallest of the three numbers. The first two terms of T combine, and

T = (a − b)²(a + b − c) + c(a − c)(b − c).

Every factor on the right is nonnegative. This is the inner statement `key` in the lemma `schur`, where p, q and r play the parts of a, b and c. The calls to `le_total` then find which of the three numbers is smallest and apply `key` with the names permuted to suit.

With T ≥ 0, the identity for the difference gives

|W|² + (27/4)(xyz)² ≤ |k|⁶/4.

This is `field_sq_le`, where `linarith` supplies the expansion after `field_sq` has been inserted. Dropping the nonnegative second term yields |W|² ≤ |k|⁶/4, hence |W| ≤ 1/2 for a unit vector. The term is kept in the lemma because it settles the case of equality.

## Why only face diagonals reach the bound

Let k be a unit vector with |W|² = 1/4. The last inequality becomes

1/4 + (27/4)(xyz)² ≤ 1/4,

so xyz = 0 and at least one component vanishes. Suppose that it is x. Then b + c = 1, and

|W|² = bc² + cb² = bc(b + c) = bc = 1/4.

Substituting c = 1 − b gives

(b − 1/2)² = 1/4 − b(1 − b) = 1/4 − bc = 0.

Hence b = c = 1/2. The cases y = 0 and z = 0 are the same after a cyclic relabelling. In the other direction, one zero component and two squares of 1/2 give |W|² = 1/2 · 1/2 = 1/4.

In `field_sq_eq_iff`, the planar calculation is the inner statement `half`. The proof first obtains (xyz)² = 0 from `field_sq_le`, then uses `mul_eq_zero` to find the vanishing component, and applies `half` to the two remaining squares. The converse is a substitution finished by `norm_num`.

## From the field to the spin levels

Written out, with Wx, Wy and Wz the components of W, the Hamiltonian has diagonal entries γWz and −γWz and off-diagonal entries γ(Wx − iWy) and γ(Wx + iWy). Its secular determinant is

det(H − E) = (γWz − E)(−γWz − E) − γ²(Wx² + Wy²) = E² − γ²|W|².

A nonzero spinor with (H − E)v = 0 exists exactly when this determinant vanishes, so

E = ±|γ||W|.

The proof of `level_iff` has the same three parts. The step `hdet` computes the determinant, using i² = −1 for the σy term. The step `hex` replaces the existence of an eigenvector by a zero determinant, through `Matrix.exists_mulVec_eq_zero_iff`. The step `hs` identifies γ²|W|² with the square of half the splitting, and equality of two squares then gives the two signs.

The main theorem collects these results for the splitting 2|γ||W|:

- Since γ ≠ 0, the splitting is zero exactly when W = 0, and `field_eq_zero_iff` names the directions.
- Since |W| ≤ 1/2, the splitting is at most |γ|. This part would hold for γ = 0 as well.
- Since γ ≠ 0, the splitting equals |γ| exactly when |W| = 1/2, that is when |W|² = 1/4, and `field_sq_eq_iff` names the directions.

In Lean, the first and third parts cancel the factor 2|γ| by means of `hg`, which records that it is nonzero. The remaining steps pass between |W| and |W|² with the rules for real square roots.

## The approach to k = 0

For a wave vector of any length, taking the square root of |W|² ≤ |k|⁶/4 gives

2|γ||W| ≤ |γ||k|³.

The splitting therefore closes at least as fast as |k|³ as k tends to zero, whatever the direction. At k = 0 itself the field is zero and both levels lie at E = 0. The predicates `AlongCubeAxis` and `AlongBodyDiagonal` are then both true, although the zero vector has no direction; for nonzero k they exclude each other.
